# The maximum of S_xy²/(ρ_xx κ_yy) over the cut angle of an anisotropic conductor

Let a conductor have perpendicular principal axes a and c in the plane of a sample, with thermopowers Sa, Sc, positive resistivities ρa, ρc and positive thermal conductivities κa, κc along them. If R is the rotation by the angle θ from the sample's x axis to the axis a, each diagonal tensor D becomes R D Rᵀ in the sample frame, and the transverse figure of merit is z(θ) = S_xy²/(ρ_xx κ_yy).

```lean
import Mathlib

open Matrix
open Real (sin cos)

namespace TransverseThermoelectric

noncomputable section

/-- The rotation of the plane by the angle `θ`. -/
def rot (θ : ℝ) : Matrix (Fin 2) (Fin 2) ℝ :=
  !![cos θ, -sin θ; sin θ, cos θ]

/-- The tensor with principal values `a` and `c`, rotated by `θ` into the laboratory frame. -/
def tilt (a c θ : ℝ) : Matrix (Fin 2) (Fin 2) ℝ :=
  rot θ * !![a, 0; 0, c] * (rot θ)ᵀ

/-- Principal thermopowers `Sa, Sc`, resistivities `ρa, ρc` and thermal conductivities
`κa, κc` of an anisotropic conductor; resistivities and thermal conductivities are positive. -/
structure Conductor where
  (Sa Sc ρa ρc κa κc : ℝ)
  ρa_pos : 0 < ρa
  ρc_pos : 0 < ρc
  κa_pos : 0 < κa
  κc_pos : 0 < κc

/-- The product `ρ_xx κ_yy` for a sample cut at the angle `θ`. -/
def Conductor.loss (m : Conductor) (θ : ℝ) : ℝ :=
  tilt m.ρa m.ρc θ 0 0 * tilt m.κa m.κc θ 1 1

/-- The transverse figure of merit `z = S_xy² / (ρ_xx κ_yy)` at the angle `θ`. -/
def Conductor.z (m : Conductor) (θ : ℝ) : ℝ :=
  (tilt m.Sa m.Sc θ 0 1) ^ 2 / m.loss θ

/-- The value `(Sa - Sc)² / (√(ρa κa) + √(ρc κc))²`. -/
def Conductor.zMax (m : Conductor) : ℝ :=
  (m.Sa - m.Sc) ^ 2 / (√(m.ρa * m.κa) + √(m.ρc * m.κc)) ^ 2

/-- The mismatch `√(ρa κc) cos² θ - √(ρc κa) sin² θ` at the angle `θ`. -/
def Conductor.mismatch (m : Conductor) (θ : ℝ) : ℝ :=
  √(m.ρa * m.κc) * cos θ ^ 2 - √(m.ρc * m.κa) * sin θ ^ 2

/-- The angle whose tangent is the positive fourth root of `ρa κc / (ρc κa)`. -/
def Conductor.optimalAngle (m : Conductor) : ℝ :=
  Real.arctan √(√(m.ρa * m.κc / (m.ρc * m.κa)))

/-- The components of a rotated tensor; the off-diagonal one is `(a - c) sin(2θ) / 2`. -/
theorem tilt_eq (a c θ : ℝ) :
    tilt a c θ = !![a * cos θ ^ 2 + c * sin θ ^ 2, (a - c) * sin (2 * θ) / 2;
      (a - c) * sin (2 * θ) / 2, a * sin θ ^ 2 + c * cos θ ^ 2] := by
  ext i j
  fin_cases i <;> fin_cases j <;>
    simp [tilt, rot, Matrix.mul_apply, Fin.sum_univ_succ, Real.sin_two_mul] <;> ring

/-- A rotated tensor with positive principal values has positive diagonal components. -/
theorem tilt_diag_pos {a c : ℝ} (ha : 0 < a) (hc : 0 < c) (θ : ℝ) :
    0 < tilt a c θ 0 0 ∧ 0 < tilt a c θ 1 1 := by
  -- a weighted mean of positive numbers is positive
  have mix : ∀ p q : ℝ, 0 ≤ p → 0 ≤ q → p + q = 1 → 0 < a * p + c * q := by
    intro p q hp hq hpq
    rcases hp.eq_or_lt with h | h
    · have hq1 : q = 1 := by linarith
      rw [← h, hq1]
      linarith
    · have h1 := mul_pos ha h
      have h2 := mul_nonneg hc.le hq
      linarith
  rw [tilt_eq]
  exact ⟨mix _ _ (sq_nonneg _) (sq_nonneg _) (Real.cos_sq_add_sin_sq θ),
    mix _ _ (sq_nonneg _) (sq_nonneg _) (Real.sin_sq_add_cos_sq θ)⟩

/-- The product `ρ_xx κ_yy` is a fixed multiple of `(sin(2θ) / 2)²` plus the squared mismatch. -/
theorem loss_split (m : Conductor) (θ : ℝ) :
    m.loss θ = (√(m.ρa * m.κa) + √(m.ρc * m.κc)) ^ 2 * (sin (2 * θ) / 2) ^ 2
      + m.mismatch θ ^ 2 := by
  have h0 : tilt m.ρa m.ρc θ 0 0 = m.ρa * cos θ ^ 2 + m.ρc * sin θ ^ 2 := by
    rw [tilt_eq]; rfl
  have h1 : tilt m.κa m.κc θ 1 1 = m.κa * sin θ ^ 2 + m.κc * cos θ ^ 2 := by
    rw [tilt_eq]; rfl
  rw [Conductor.loss, Conductor.mismatch, h0, h1, Real.sin_two_mul,
    Real.sqrt_mul m.ρa_pos.le, Real.sqrt_mul m.ρc_pos.le,
    Real.sqrt_mul m.ρa_pos.le, Real.sqrt_mul m.ρc_pos.le]
  -- write every principal value as the square of its root
  calc _ = (√m.ρa ^ 2 * cos θ ^ 2 + √m.ρc ^ 2 * sin θ ^ 2)
        * (√m.κa ^ 2 * sin θ ^ 2 + √m.κc ^ 2 * cos θ ^ 2) := by
        rw [Real.sq_sqrt m.ρa_pos.le, Real.sq_sqrt m.ρc_pos.le,
          Real.sq_sqrt m.κa_pos.le, Real.sq_sqrt m.κc_pos.le]
    _ = _ := by ring

/-- The shortfall of `z` from `zMax` is `zMax` times the squared mismatch over `ρ_xx κ_yy`. -/
theorem zMax_sub_z (m : Conductor) (θ : ℝ) :
    m.zMax - m.z θ = m.zMax * (m.mismatch θ ^ 2 / m.loss θ) := by
  have hL : m.loss θ ≠ 0 :=
    (mul_pos (tilt_diag_pos m.ρa_pos m.ρc_pos θ).1
      (tilt_diag_pos m.κa_pos m.κc_pos θ).2).ne'
  have hA : (√(m.ρa * m.κa) + √(m.ρc * m.κc)) ^ 2 ≠ 0 :=
    pow_ne_zero 2 (add_pos (Real.sqrt_pos.2 (mul_pos m.ρa_pos m.κa_pos))
      (Real.sqrt_pos.2 (mul_pos m.ρc_pos m.κc_pos))).ne'
  have hS : tilt m.Sa m.Sc θ 0 1 = (m.Sa - m.Sc) * sin (2 * θ) / 2 := by
    rw [tilt_eq]; rfl
  rw [Conductor.z, Conductor.zMax, hS, div_sub_div _ _ hA hL, div_mul_div_comm]
  congr 1
  linear_combination (m.Sa - m.Sc) ^ 2 * loss_split m θ

/-- The mismatch vanishes exactly when `ρa κc cos⁴ θ = ρc κa sin⁴ θ`. -/
theorem mismatch_eq_zero_iff (m : Conductor) (θ : ℝ) :
    m.mismatch θ = 0 ↔ m.ρa * m.κc * cos θ ^ 4 = m.ρc * m.κa * sin θ ^ 4 := by
  have e1 : (√(m.ρa * m.κc) * cos θ ^ 2) ^ 2 = m.ρa * m.κc * cos θ ^ 4 := by
    rw [mul_pow, Real.sq_sqrt (mul_pos m.ρa_pos m.κc_pos).le]; ring
  have e2 : (√(m.ρc * m.κa) * sin θ ^ 2) ^ 2 = m.ρc * m.κa * sin θ ^ 4 := by
    rw [mul_pow, Real.sq_sqrt (mul_pos m.ρc_pos m.κa_pos).le]; ring
  have p1 : 0 ≤ √(m.ρa * m.κc) * cos θ ^ 2 := by positivity
  have p2 : 0 ≤ √(m.ρc * m.κa) * sin θ ^ 2 := by positivity
  rw [Conductor.mismatch, sub_eq_zero, ← sq_eq_sq₀ p1 p2, e1, e2]

/-- At every angle `z ≤ zMax`; if the principal thermopowers differ, equality holds exactly
when `ρa κc cos⁴ θ = ρc κa sin⁴ θ`. -/
theorem z_le_zMax (m : Conductor) (θ : ℝ) :
    m.z θ ≤ m.zMax ∧ (m.Sa ≠ m.Sc →
      (m.z θ = m.zMax ↔ m.ρa * m.κc * cos θ ^ 4 = m.ρc * m.κa * sin θ ^ 4)) := by
  have hL : 0 < m.loss θ :=
    mul_pos (tilt_diag_pos m.ρa_pos m.ρc_pos θ).1 (tilt_diag_pos m.κa_pos m.κc_pos θ).2
  have hd := zMax_sub_z m θ
  constructor
  · have h0 : 0 ≤ m.zMax := div_nonneg (sq_nonneg _) (sq_nonneg _)
    have h1 := mul_nonneg h0 (div_nonneg (sq_nonneg (m.mismatch θ)) hL.le)
    linarith
  · intro hS
    have hA : 0 < √(m.ρa * m.κa) + √(m.ρc * m.κc) :=
      add_pos (Real.sqrt_pos.2 (mul_pos m.ρa_pos m.κa_pos))
        (Real.sqrt_pos.2 (mul_pos m.ρc_pos m.κc_pos))
    have hz : m.zMax ≠ 0 :=
      div_ne_zero (pow_ne_zero 2 (sub_ne_zero.2 hS)) (pow_ne_zero 2 hA.ne')
    rw [← mismatch_eq_zero_iff]
    constructor
    · intro e
      -- no shortfall and a nonzero maximum force the mismatch to vanish
      by_contra hm
      rw [e, sub_self] at hd
      exact mul_ne_zero hz (div_ne_zero (pow_ne_zero 2 hm) hL.ne') hd.symm
    · intro e
      have h0 : m.zMax - m.z θ = 0 := by rw [hd, e]; simp
      linarith

/-- A cut whose angle has tangent `t` with `t⁴ = ρa κc / (ρc κa)` attains `zMax`. -/
theorem z_eq_zMax_of_slope (m : Conductor) {θ t : ℝ} (h : sin θ = t * cos θ)
    (ht : t ^ 4 = m.ρa * m.κc / (m.ρc * m.κa)) : m.z θ = m.zMax := by
  have ht' : t ^ 4 * (m.ρc * m.κa) = m.ρa * m.κc := by
    rw [ht, div_mul_cancel₀ _ (mul_pos m.ρc_pos m.κa_pos).ne']
  have hm : m.mismatch θ = 0 := by
    rw [mismatch_eq_zero_iff, h]
    linear_combination (-(cos θ ^ 4)) * ht'
  have h0 : m.zMax - m.z θ = 0 := by rw [zMax_sub_z, hm]; simp
  linarith

/-- Every conductor attains `zMax` at its angle `optimalAngle`. -/
theorem z_optimalAngle (m : Conductor) : m.z m.optimalAngle = m.zMax := by
  have hr : 0 ≤ m.ρa * m.κc / (m.ρc * m.κa) :=
    (div_pos (mul_pos m.ρa_pos m.κc_pos) (mul_pos m.ρc_pos m.κa_pos)).le
  have h := Real.tan_arctan √(√(m.ρa * m.κc / (m.ρc * m.κa)))
  rw [Real.tan_eq_sin_div_cos, div_eq_iff (Real.cos_arctan_pos _).ne'] at h
  refine z_eq_zMax_of_slope m h ?_
  calc _ = (√(√(m.ρa * m.κc / (m.ρc * m.κa))) ^ 2) ^ 2 := by ring
    _ = _ := by rw [Real.sq_sqrt (Real.sqrt_nonneg _), Real.sq_sqrt hr]

/-- For different principal thermopowers, the cut at 45 degrees attains `zMax` exactly when
`ρa κc = ρc κa`. -/
theorem z_diagonal_cut_iff (m : Conductor) (hS : m.Sa ≠ m.Sc) :
    m.z (Real.pi / 4) = m.zMax ↔ m.ρa * m.κc = m.ρc * m.κa := by
  have h : (√2 / 2 : ℝ) ^ 4 ≠ 0 := by positivity
  rw [(z_le_zMax m _).2 hS, Real.cos_pi_div_four, Real.sin_pi_div_four]
  exact mul_left_inj' h

end

end TransverseThermoelectric
```

```lean
#print axioms TransverseThermoelectric.z_optimalAngle
#print axioms TransverseThermoelectric.z_diagonal_cut_iff
```

```
'TransverseThermoelectric.z_optimalAngle' depends on axioms: [propext, Classical.choice, Quot.sound]
'TransverseThermoelectric.z_diagonal_cut_iff' depends on axioms: [propext, Classical.choice, Quot.sound]
```

## The bound and the angles that reach it

The main theorem, `z_le_zMax`, says that for every conductor and every real θ

z(θ) ≤ zMax = (Sa − Sc)² / (√(ρa κa) + √(ρc κc))².

If Sa ≠ Sc, it adds that equality holds exactly when

ρa κc cos⁴θ = ρc κa sin⁴θ.

Both coefficients are positive, and sin θ and cos θ never vanish together, so this condition forces cos θ ≠ 0. It is therefore the same as tan⁴θ = ρa κc/(ρc κa).

Three further theorems concern particular angles. `z_eq_zMax_of_slope` takes a slope t with sin θ = t cos θ and t⁴ = ρa κc/(ρc κa), and concludes that z(θ) = zMax. `z_optimalAngle` gives such an angle for every conductor, the arctangent of the positive fourth root of that ratio. `z_diagonal_cut_iff` says that, for Sa ≠ Sc, a 45° cut is optimal exactly when ρa κc = ρc κa.

## A tilted crystal carrying current across a temperature gradient

The structure `Conductor` holds the six principal values as real numbers, in any consistent units, together with the four positivity conditions. These stand for ordinary dissipative transport: current along either axis produces Joule heat, and heat flows down a temperature gradient. The thermopowers may have any sign.

The function `tilt` forms the product R D Rᵀ as an actual matrix product. Lean's indices 0 and 1 are x and y, so `tilt m.Sa m.Sc θ 0 1` is S_xy, and `loss` is ρ_xx κ_yy. The electric current runs along x and the temperature gradient along y: S_xy converts this gradient into a field along x, ρ_xx measures the electrical loss and κ_yy the heat leak along y. When κ_xy is nonzero, the gradient also drives some heat along x, which this figure of merit does not count.

The model assumes that all three tensors are diagonal in the same axes and that the coefficients are uniform. It contains no magnetic field, no temperature dependence, no contacts and no third direction. Within this uniform, linear-response model, the formula turns the principal resistivities and the total thermal conductivities, electronic plus lattice, into the best cut angle without a scan over θ.

## Splitting the loss into two squares

Write u = cos²θ and v = sin²θ. Multiplying out R D Rᵀ gives

S_xy = (Sa − Sc) sin θ cos θ = (Sa − Sc) sin(2θ)/2,

ρ_xx = ρa u + ρc v,

κ_yy = κa v + κc u.

Since u + v = 1 with both terms nonnegative, ρ_xx and κ_yy are weighted means of positive numbers and hence positive. Their product is

L = ρ_xx κ_yy = ρa κc u² + ρc κa v² + (ρa κa + ρc κc) u v.

Define A = √(ρa κa) + √(ρc κc) and the mismatch M = √(ρa κc) u − √(ρc κa) v. Then

A² u v = (ρa κa + ρc κc) u v + 2√(ρa κa ρc κc) u v,

M² = ρa κc u² + ρc κa v² − 2√(ρa κa ρc κc) u v.

The square-root terms cancel in the sum. Because u v = (sin(2θ)/2)², this leaves

L = A² (sin(2θ)/2)² + M².

The shortfall from the maximum follows by putting both fractions over A² L:

zMax − z = (Sa − Sc)² [L − A² (sin(2θ)/2)²] / (A² L) = zMax · M²/L.

The right-hand side is nonnegative, which proves the bound. If Sa ≠ Sc, then zMax > 0 and the shortfall vanishes only when M = 0. The two terms of M are nonnegative, so they are equal exactly when their squares are, which is the fourth-power condition. At 45° the sine and cosine agree, and the condition reduces to ρa κc = ρc κa.

## How the Lean proof follows the algebra

`tilt_eq` checks the rotated tensor entry by entry, with `simp` multiplying the matrices and `ring` finishing the algebra. `tilt_diag_pos` is the weighted-mean argument; it treats a vanishing first weight separately, since the second weight is then 1.

`loss_split` is the identity for L. It replaces each principal value by the square of its root, after which `ring` can verify the cancellation. `zMax_sub_z` combines the fractions with `div_sub_div`, and its `linear_combination` step multiplies `loss_split` by (Sa − Sc)².

`mismatch_eq_zero_iff` squares the two nonnegative terms of M, using `sq_eq_sq₀`. `z_le_zMax` then reads the bound and the equality case from the shortfall. The slope theorem shows that M = 0, and `z_optimalAngle` supplies the slope as two nested square roots. For the diagonal cut, `mul_left_inj'` cancels the common factor (√2/2)⁴.

## Equal thermopowers, and current and temperature gradient exchanged

The equality criterion needs Sa ≠ Sc. Take Sa = Sc = 1, ρa = 2 and ρc = κa = κc = 1. Then S_xy = 0 at every angle, so z = zMax = 0 even at 45°, although ρa κc = 2 and ρc κa = 1. The bound survives, but every angle attains it.

The same splitting handles a sample with current along y and the temperature gradient along x, whose figure of merit is S_yx²/(ρ_yy κ_xx). Replacing θ by 90° − θ exchanges cos²θ and sin²θ, turns ρ_xx κ_yy into ρ_yy κ_xx and leaves sin(2θ) unchanged. The maximum is therefore again zMax, now reached at the complementary angle, where tan⁴θ = ρc κa/(ρa κc). The Lean file itself treats only current along x.
